# Thermodynamic integration of the grand potential for finitely many states

Take a nonempty finite set of states $i$ with energies $E_i$ and particle numbers $N_{ia}$ of finitely many species $a$. At inverse temperature $\beta$ and chemical potentials $\mu_a$, let $P = -\ln \sum_i \exp\big[-\beta\,(E_i - \sum_a \mu_a N_{ia})\big]$, and let $\langle\cdot\rangle$ be the average weighted by the terms of this sum. If $\beta$ and every $\mu_a$ are functions of a parameter $t$, differentiable at $t$ with derivatives $\beta'$ and $\mu_a'$, then

$$\frac{dP}{dt} = \Big(\langle E\rangle - \sum_a \mu_a \langle N_a\rangle\Big)\beta' - \beta \sum_a \langle N_a\rangle\,\mu_a' .$$

If $\beta$ and every $\mu_a$ are differentiable at each point of the closed interval between $t_0$ and $t_1$, with derivatives continuous there, the integral of the right-hand side from $t_0$ to $t_1$ equals the change of $P$.

## The grand canonical ensemble on a finite set of states

A system that exchanges energy and particles with a reservoir gives state $i$ the Boltzmann factor

$$w_i = \exp\Big[-\beta\Big(E_i - \sum_a \mu_a N_{ia}\Big)\Big].$$

Here $\beta = 1/k_BT$, with $k_B$ Boltzmann's constant and $T$ the temperature of the reservoir, and $\mu_a$ is the reservoir's chemical potential for species $a$. The bracket is the grand energy of state $i$. The grand partition function is $\Xi = \sum_i w_i$, and an observable with values $A_i$ has the mean $\langle A\rangle = \sum_i A_i w_i / \Xi$. The symbol $N_a$ denotes the observable with values $N_{ia}$. The reduced potential $P = -\ln \Xi$ is dimensionless and equals $\beta\Omega$, where $\Omega = -k_BT\ln\Xi$ is the usual grand potential.

A Monte Carlo run estimates means such as $\langle E\rangle$ and $\langle N_a\rangle$ directly, whereas $\Xi$ is a sum over all states. For a lattice model of an alloy on a finite cell with fixed energies $E_i$, the result turns exact equilibrium means along a path into differences of $P$. Summed over all configurations of the cell, $P$ is a single smooth function of $(\beta,\mu)$; a phase boundary in the $(T,\mu)$ plane can be located by comparing a separate $P$ for each phase, which corresponds to taking as state set the configurations assigned to that phase and starting each integration from a point where that phase's $P$ is known. The same sum is the quantum grand partition function in a finite-dimensional Fock space when the Hamiltonian commutes with the number operators and $i$ labels an orthonormal basis of joint eigenstates.

## Differentiating $-\ln \Xi$ along a path

Every $w_i$ is positive and there is at least one state, so $\Xi > 0$.

Consider first arbitrary reduced energies $u_i(t)$, differentiable at $t$ with derivatives $u_i'$. The chain rule gives $\frac{d}{dt}e^{-u_i} = -u_i'\,e^{-u_i}$, and the logarithmic derivative of the finite sum is

$$\frac{d}{dt}\Big[-\ln\sum_i e^{-u_i}\Big] = -\frac{\sum_i e^{-u_i}\,(-u_i')}{\sum_i e^{-u_i}} = \frac{\sum_i u_i'\,e^{-u_i}}{\sum_i e^{-u_i}} .$$

Now set $u_i = \beta\,(E_i - \sum_a \mu_a N_{ia})$, so that $e^{-u_i} = w_i$, the left side is $dP/dt$ and the right side is the mean $\langle u'\rangle$. The numbers $E_i$ and $N_{ia}$ do not depend on $t$, and the product rule gives

$$u_i' = \beta'\Big(E_i - \sum_a \mu_a N_{ia}\Big) - \beta\sum_a \mu_a' N_{ia} = \beta' E_i - \sum_a\big(\beta'\mu_a + \beta\mu_a'\big)N_{ia}.$$

The mean is linear. For numbers $x$, $c_a$ and observables $A_i$, $B_{ia}$, exchanging the sums over $i$ and $a$ yields $\langle xA - \sum_a c_a B_a\rangle = x\langle A\rangle - \sum_a c_a\langle B_a\rangle$. With $x = \beta'$, $c_a = \beta'\mu_a + \beta\mu_a'$, $A = E$ and $B = N$,

$$\frac{dP}{dt} = \beta'\langle E\rangle - \sum_a\big(\beta'\mu_a + \beta\mu_a'\big)\langle N_a\rangle ,$$

and collecting the coefficients of $\beta'$ and $\mu_a'$ gives the formula at the top. For one species, with $b$ for $\beta$, $m$ for $\mu$ and particle numbers $N_i$, it reads

$$\frac{dP}{dt} = \big(\langle E\rangle - m\langle N\rangle\big)\,b' - b\,\langle N\rangle\,m' .$$

As an illustration, a single site that is empty ($E=0$, $N=0$) or occupied ($E=\varepsilon$, $N=1$) has $P = -\ln\big(1+e^{-b(\varepsilon-m)}\big)$. With $f = 1/(e^{b(\varepsilon-m)}+1)$ one has $\langle N\rangle = f$ and $\langle E\rangle = \varepsilon f$, and direct differentiation gives $f\,(\varepsilon-m)\,b' - b f m'$, in agreement.

## Integrating between two thermodynamic states

Call the right-hand side of the general formula $I(t)$. Each mean is a quotient of finite sums of exponentials with a positive denominator, hence jointly continuous in $(\beta,\mu)$. If $\beta$ and $\mu_a$ are differentiable at every $t$ between $t_0$ and $t_1$, they are continuous there; if $\beta'$ and $\mu_a'$ are continuous as well, $I$ is continuous and therefore integrable. The fundamental theorem of calculus then gives

$$P\big(\beta(t_1),\mu(t_1)\big) - P\big(\beta(t_0),\mu(t_0)\big) = \int_{t_0}^{t_1} I(t)\,dt .$$

If the path closes, $\beta(t_1)=\beta(t_0)$ and $\mu(t_1)=\mu(t_0)$, the left side is zero and so is the integral. For one species at fixed $b$, take $m$ itself as the parameter, so that $b'=0$ and $m'=1$. Between chemical potentials $m_0$ and $m_1$,

$$P(b,m_1) - P(b,m_0) = -b\int_{m_0}^{m_1}\langle N\rangle\,dm .$$

## How the Lean objects carry the model

States form the finite type `ι` and species the finite type `σ`. Energies are `E : ι → ℝ` and particle numbers `N : ι → σ → ℝ`, so `N i a` is $N_{ia}$. The definitions `grandEnergy`, `boltz`, `grandZ`, `reducedPotential` and `mean` are the grand energy, $w_i$, $\Xi$, $P$ and $\langle A\rangle$, and `integrand` is $I$ as a function of the point $(\beta,\mu)$ and the rates $(\beta',\mu')$. The hypothesis `[Nonempty ι]` says that the system has a state.

The theorem `hasDerivAt_reducedPotential` reads: if `β` has derivative `β'` at `t` and each component `fun s => μ s a` has derivative `μ' a` at `t`, then $s\mapsto P(\beta(s),\mu(s))$ has at `t` the derivative displayed at the top, all means taken at $(\beta(t),\mu(t))$. The theorem `hasDerivAt_reducedPotential_single` is the case where the species type is `Unit`, which has one element. In `thermodynamic_integration` the rates are functions of $t$, and the four hypotheses demand differentiability and continuous rates on `uIcc t₀ t₁`, the closed interval between the endpoints in either order. The theorem `closed_path_integral_eq_zero` adds `eβ` and `eμ`, which close the path, and `isothermal_sweep` places no condition on `b`, `m₀` or `m₁`.

No sign is imposed on $\beta$, and the $N_{ia}$ are arbitrary real numbers, so concentrations or constrained occupations on a lattice of fixed size are admitted. The type `σ` may be empty, in which case the sums over $a$ vanish and the formula is the canonical $dP/dt = \langle E\rangle\beta'$. A single state is allowed, with $P = \beta\,(E - \sum_a\mu_a N_a)$.

Several things lie beyond the theorems. The state set is finite, so continuous coordinates and the thermodynamic limit, where $\langle E\rangle$ or $\langle N_a\rangle$ per site can jump at a first-order transition, are not treated. The means are exact equilibrium averages at each point of the path; sampling error, hysteresis and quadrature error do not enter. The energies $E_i$ stay fixed in the integration theorems. Since the $N_{ia}$ may be any real numbers, a linear switch from energies $E_i$ to energies $F_i$ of the same states is nevertheless a special case: take one species with $N_i = E_i - F_i$ and let $\mu$ run from 0 to 1. For any differentiable $u_i(t)$, `hasDerivAt_neg_log_sum_exp` gives the pointwise derivative. The derivatives are two-sided at every point of the interval, endpoints included, so a path whose rates jump at a corner does not satisfy the hypotheses as one path.

## The Lean file

```lean
import Mathlib

open Real Set

namespace GrandCanonicalIntegration

noncomputable section

variable {ι σ : Type*} [Fintype ι] [Fintype σ]

/-- Grand energy `E_i - ∑ₐ μₐ N_{ia}` of state `i` at chemical potentials `μ`. -/
def grandEnergy (E : ι → ℝ) (N : ι → σ → ℝ) (μ : σ → ℝ) (i : ι) : ℝ :=
  E i - ∑ a, μ a * N i a

/-- Boltzmann factor of state `i` at inverse temperature `β` and chemical potentials `μ`. -/
def boltz (E : ι → ℝ) (N : ι → σ → ℝ) (β : ℝ) (μ : σ → ℝ) (i : ι) : ℝ :=
  exp (-(β * grandEnergy E N μ i))

/-- Grand partition function `Ξ(β, μ)`, the sum of the Boltzmann factors. -/
def grandZ (E : ι → ℝ) (N : ι → σ → ℝ) (β : ℝ) (μ : σ → ℝ) : ℝ :=
  ∑ i, boltz E N β μ i

/-- Reduced grand potential `P(β, μ) = -ln Ξ(β, μ)`. -/
def reducedPotential (E : ι → ℝ) (N : ι → σ → ℝ) (β : ℝ) (μ : σ → ℝ) : ℝ :=
  -log (grandZ E N β μ)

/-- Boltzmann-weighted mean `⟨A⟩` of an observable `A` at `(β, μ)`. -/
def mean (E : ι → ℝ) (N : ι → σ → ℝ) (β : ℝ) (μ : σ → ℝ) (A : ι → ℝ) : ℝ :=
  (∑ i, A i * boltz E N β μ i) / grandZ E N β μ

/-- Integrand of thermodynamic integration at `(β, μ)` for rates `(β', μ')`:
`(⟨E⟩ - ∑ₐ μₐ⟨Nₐ⟩) β' - β ∑ₐ ⟨Nₐ⟩ μₐ'`. -/
def integrand (E : ι → ℝ) (N : ι → σ → ℝ) (β : ℝ) (μ : σ → ℝ) (β' : ℝ) (μ' : σ → ℝ) : ℝ :=
  (mean E N β μ E - ∑ a, μ a * mean E N β μ (fun i => N i a)) * β'
    - β * ∑ a, mean E N β μ (fun i => N i a) * μ' a

/-- The grand partition function of a system with at least one state is positive. -/
theorem grandZ_pos [Nonempty ι] (E : ι → ℝ) (N : ι → σ → ℝ) (β : ℝ) (μ : σ → ℝ) :
    0 < grandZ E N β μ :=
  Finset.sum_pos (fun _ _ => exp_pos _) Finset.univ_nonempty

/-- For reduced energies `u_i(t)` differentiable at `t`, the derivative of
`-ln ∑ exp (-u_i)` is the average of `u_i'` with weights `exp (-u_i)`. -/
theorem hasDerivAt_neg_log_sum_exp [Nonempty ι] (u : ι → ℝ → ℝ) (u' : ι → ℝ) (t : ℝ)
    (hu : ∀ i, HasDerivAt (u i) (u' i) t) :
    HasDerivAt (fun s => -log (∑ i, exp (-u i s)))
      ((∑ i, u' i * exp (-u i t)) / ∑ i, exp (-u i t)) t := by
  have hpos : 0 < ∑ i, exp (-u i t) :=
    Finset.sum_pos (fun _ _ => exp_pos _) Finset.univ_nonempty
  have hZ : HasDerivAt (fun s => ∑ i, exp (-u i s)) (∑ i, exp (-u i t) * -u' i) t :=
    HasDerivAt.fun_sum fun i _ => (hu i).fun_neg.exp
  -- logarithmic derivative of the partition sum
  refine (hZ.log hpos.ne').fun_neg.congr_deriv ?_
  rw [← neg_div, ← Finset.sum_neg_distrib]
  congr 1
  exact Finset.sum_congr rfl fun i _ => by ring

/-- The mean of `x A - ∑ₐ cₐ Bₐ` is `x ⟨A⟩ - ∑ₐ cₐ ⟨Bₐ⟩`. -/
theorem mean_linear (E : ι → ℝ) (N : ι → σ → ℝ) (β : ℝ) (μ : σ → ℝ)
    (x : ℝ) (c : σ → ℝ) (A : ι → ℝ) (B : ι → σ → ℝ) :
    mean E N β μ (fun i => x * A i - ∑ a, c a * B i a)
      = x * mean E N β μ A - ∑ a, c a * mean E N β μ (fun i => B i a) := by
  have h : ∑ i, (x * A i - ∑ a, c a * B i a) * boltz E N β μ i
      = x * ∑ i, A i * boltz E N β μ i - ∑ a, c a * ∑ i, B i a * boltz E N β μ i := by
    simp only [sub_mul, Finset.sum_sub_distrib, Finset.sum_mul, Finset.mul_sum, mul_assoc]
    rw [Finset.sum_comm]
  simp only [mean]
  rw [h, sub_div, mul_div_assoc]
  congr 1
  rw [Finset.sum_div]
  simp only [mul_div_assoc]

/-- Along a path `(β(t), μ(t))` differentiable at `t`, for any number of species,
`dP/dt = (⟨E⟩ - ∑ₐ μₐ⟨Nₐ⟩) β' - β ∑ₐ ⟨Nₐ⟩ μₐ'`. -/
theorem hasDerivAt_reducedPotential [Nonempty ι] (E : ι → ℝ) (N : ι → σ → ℝ)
    (β : ℝ → ℝ) (μ : ℝ → σ → ℝ) (β' : ℝ) (μ' : σ → ℝ) (t : ℝ)
    (hβ : HasDerivAt β β' t) (hμ : ∀ a, HasDerivAt (fun s => μ s a) (μ' a) t) :
    HasDerivAt (fun s => reducedPotential E N (β s) (μ s))
      ((mean E N (β t) (μ t) E - ∑ a, μ t a * mean E N (β t) (μ t) (fun i => N i a)) * β'
        - β t * ∑ a, mean E N (β t) (μ t) (fun i => N i a) * μ' a) t := by
  -- product rule for the reduced energy of each state
  have hu : ∀ i, HasDerivAt (fun s => β s * grandEnergy E N (μ s) i)
      (β' * E i - ∑ a, (β' * μ t a + β t * μ' a) * N i a) t := by
    intro i
    have h1 : HasDerivAt (fun s => ∑ a, μ s a * N i a) (∑ a, μ' a * N i a) t :=
      HasDerivAt.fun_sum fun a _ => (hμ a).mul_const (N i a)
    refine (hβ.fun_mul (h1.const_sub (E i))).congr_deriv ?_
    simp only [add_mul, Finset.sum_add_distrib, mul_assoc, ← Finset.mul_sum]
    ring
  have h : HasDerivAt (fun s => reducedPotential E N (β s) (μ s))
      (mean E N (β t) (μ t) fun i => β' * E i - ∑ a, (β' * μ t a + β t * μ' a) * N i a) t :=
    hasDerivAt_neg_log_sum_exp (fun i s => β s * grandEnergy E N (μ s) i) _ t hu
  refine h.congr_deriv ?_
  -- split the mean and collect the coefficients of β' and μ'
  have hs : ∑ a, (β' * μ t a + β t * μ' a) * mean E N (β t) (μ t) (fun i => N i a)
      = β' * ∑ a, μ t a * mean E N (β t) (μ t) (fun i => N i a)
        + β t * ∑ a, mean E N (β t) (μ t) (fun i => N i a) * μ' a := by
    rw [Finset.mul_sum, Finset.mul_sum, ← Finset.sum_add_distrib]
    exact Finset.sum_congr rfl fun a _ => by ring
  rw [mean_linear, hs]
  ring

/-- For one species, along a path `(b(t), m(t))` differentiable at `t`,
`dP/dt = (⟨E⟩ - m⟨N⟩) b' - b ⟨N⟩ m'`. -/
theorem hasDerivAt_reducedPotential_single [Nonempty ι] (E N : ι → ℝ)
    (b m : ℝ → ℝ) (b' m' t : ℝ) (hb : HasDerivAt b b' t) (hm : HasDerivAt m m' t) :
    HasDerivAt (fun s => reducedPotential E (fun i (_ : Unit) => N i) (b s) (fun _ => m s))
      ((mean E (fun i (_ : Unit) => N i) (b t) (fun _ => m t) E
          - m t * mean E (fun i (_ : Unit) => N i) (b t) (fun _ => m t) N) * b'
        - b t * mean E (fun i (_ : Unit) => N i) (b t) (fun _ => m t) N * m') t := by
  have h := hasDerivAt_reducedPotential E (fun i (_ : Unit) => N i) b (fun s _ => m s) b'
    (fun _ => m') t hb (fun _ => hm)
  refine h.congr_deriv ?_
  simp [mul_assoc]

/-- The mean of an observable is jointly continuous in `(β, μ)`. -/
theorem continuous_mean [Nonempty ι] (E : ι → ℝ) (N : ι → σ → ℝ) (A : ι → ℝ) :
    Continuous fun p : ℝ × (σ → ℝ) => mean E N p.1 p.2 A := by
  have h1 : Continuous fun p : ℝ × (σ → ℝ) => ∑ i, A i * boltz E N p.1 p.2 i := by
    unfold boltz grandEnergy
    fun_prop
  have h2 : Continuous fun p : ℝ × (σ → ℝ) => grandZ E N p.1 p.2 := by
    unfold grandZ boltz grandEnergy
    fun_prop
  have h3 := h1.div h2 fun p => (grandZ_pos E N p.1 p.2).ne'
  exact h3

/-- Thermodynamic integration: along a continuously differentiable path from `t₀` to `t₁`,
the change of `P` equals the integral of the integrand built from `⟨E⟩` and `⟨Nₐ⟩`. -/
theorem thermodynamic_integration [Nonempty ι] (E : ι → ℝ) (N : ι → σ → ℝ)
    (β β' : ℝ → ℝ) (μ μ' : ℝ → σ → ℝ) (t₀ t₁ : ℝ)
    (hβ : ∀ t ∈ uIcc t₀ t₁, HasDerivAt β (β' t) t)
    (hμ : ∀ a, ∀ t ∈ uIcc t₀ t₁, HasDerivAt (fun s => μ s a) (μ' t a) t)
    (hβ' : ContinuousOn β' (uIcc t₀ t₁))
    (hμ' : ∀ a, ContinuousOn (fun t => μ' t a) (uIcc t₀ t₁)) :
    reducedPotential E N (β t₁) (μ t₁) - reducedPotential E N (β t₀) (μ t₀)
      = ∫ t in t₀..t₁, integrand E N (β t) (μ t) (β' t) (μ' t) := by
  have cβ : ContinuousOn β (uIcc t₀ t₁) :=
    fun t ht => (hβ t ht).continuousAt.continuousWithinAt
  have cμ : ∀ a, ContinuousOn (fun t => μ t a) (uIcc t₀ t₁) :=
    fun a t ht => (hμ a t ht).continuousAt.continuousWithinAt
  have cm : ∀ A : ι → ℝ, ContinuousOn (fun t => mean E N (β t) (μ t) A) (uIcc t₀ t₁) := by
    intro A
    have h := (continuous_mean E N A).comp_continuousOn (cβ.prodMk (continuousOn_pi.2 cμ))
    exact h
  -- the integrand is continuous along the path, hence integrable
  have c1 : ContinuousOn (fun t => ∑ a, μ t a * mean E N (β t) (μ t) (fun i => N i a))
      (uIcc t₀ t₁) := continuousOn_finsetSum _ fun a _ => (cμ a).mul (cm _)
  have c2 : ContinuousOn (fun t => ∑ a, mean E N (β t) (μ t) (fun i => N i a) * μ' t a)
      (uIcc t₀ t₁) := continuousOn_finsetSum _ fun a _ => (cm _).mul (hμ' a)
  have hc : ContinuousOn (fun t => integrand E N (β t) (μ t) (β' t) (μ' t)) (uIcc t₀ t₁) := by
    have h := (((cm E).sub c1).mul hβ').sub (cβ.mul c2)
    exact h
  have hd : ∀ t ∈ uIcc t₀ t₁, HasDerivAt (fun s => reducedPotential E N (β s) (μ s))
      (integrand E N (β t) (μ t) (β' t) (μ' t)) t := fun t ht =>
    hasDerivAt_reducedPotential E N β μ (β' t) (μ' t) t (hβ t ht) fun a => hμ a t ht
  exact (intervalIntegral.integral_eq_sub_of_hasDerivAt hd hc.intervalIntegrable).symm

/-- Around a closed continuously differentiable path in `(β, μ)` the integral of the
integrand of thermodynamic integration vanishes. -/
theorem closed_path_integral_eq_zero [Nonempty ι] (E : ι → ℝ) (N : ι → σ → ℝ)
    (β β' : ℝ → ℝ) (μ μ' : ℝ → σ → ℝ) (t₀ t₁ : ℝ)
    (hβ : ∀ t ∈ uIcc t₀ t₁, HasDerivAt β (β' t) t)
    (hμ : ∀ a, ∀ t ∈ uIcc t₀ t₁, HasDerivAt (fun s => μ s a) (μ' t a) t)
    (hβ' : ContinuousOn β' (uIcc t₀ t₁))
    (hμ' : ∀ a, ContinuousOn (fun t => μ' t a) (uIcc t₀ t₁))
    (eβ : β t₁ = β t₀) (eμ : μ t₁ = μ t₀) :
    ∫ t in t₀..t₁, integrand E N (β t) (μ t) (β' t) (μ' t) = 0 := by
  rw [← thermodynamic_integration E N β β' μ μ' t₀ t₁ hβ hμ hβ' hμ', eβ, eμ, sub_self]

/-- For one species at fixed inverse temperature `b`,
`P(b, m₁) - P(b, m₀) = -b ∫ ⟨N⟩ dm` over chemical potentials from `m₀` to `m₁`. -/
theorem isothermal_sweep [Nonempty ι] (E N : ι → ℝ) (b m₀ m₁ : ℝ) :
    reducedPotential E (fun i (_ : Unit) => N i) b (fun _ => m₁)
        - reducedPotential E (fun i (_ : Unit) => N i) b (fun _ => m₀)
      = -b * ∫ m in m₀..m₁, mean E (fun i (_ : Unit) => N i) b (fun _ => m) N := by
  have hd : ∀ m ∈ uIcc m₀ m₁,
      HasDerivAt (fun s => reducedPotential E (fun i (_ : Unit) => N i) b (fun _ => s))
        (-b * mean E (fun i (_ : Unit) => N i) b (fun _ => m) N) m := fun m _ =>
    (hasDerivAt_reducedPotential_single E N (fun _ => b) (fun s => s) 0 1 m
      (hasDerivAt_const m b) (hasDerivAt_id' m)).congr_deriv (by simp)
  have hp : Continuous fun m : ℝ => ((b, fun _ : Unit => m) : ℝ × (Unit → ℝ)) := by fun_prop
  have hc : Continuous fun m : ℝ => -b * mean E (fun i (_ : Unit) => N i) b (fun _ => m) N := by
    have h := (continuous_mean E (fun i (_ : Unit) => N i) N).comp hp
    exact continuous_const.mul h
  have h := intervalIntegral.integral_eq_sub_of_hasDerivAt hd (hc.intervalIntegrable _ _)
  rw [intervalIntegral.integral_const_mul] at h
  exact h.symm

end

end GrandCanonicalIntegration
```

```lean
#print axioms GrandCanonicalIntegration.thermodynamic_integration
#print axioms GrandCanonicalIntegration.closed_path_integral_eq_zero
#print axioms GrandCanonicalIntegration.isothermal_sweep
```

```
'GrandCanonicalIntegration.thermodynamic_integration' depends on axioms: [propext, Classical.choice, Quot.sound]
'GrandCanonicalIntegration.closed_path_integral_eq_zero' depends on axioms: [propext, Classical.choice, Quot.sound]
'GrandCanonicalIntegration.isothermal_sweep' depends on axioms: [propext, Classical.choice, Quot.sound]
```

## From the logarithmic derivative to the integral

`grandZ_pos` is the positivity of $\Xi$ as a nonempty sum of exponentials. In `hasDerivAt_neg_log_sum_exp`, `hZ` is the chain rule for each $e^{-u_i}$ summed over $i$, and `hZ.log hpos.ne'` divides by the nonzero sum. The remaining lines move the outer minus sign into the numerator and compare term by term. In `mean_linear`, `h` is the identity for the numerators, where `Finset.sum_comm` exchanges the sums over $i$ and $a$; the division by $\Xi$ is then distributed.

The main theorem follows the three steps above. `hu` is the product rule for $u_i$ in the form $\beta' E_i - \sum_a(\beta'\mu_a+\beta\mu_a')N_{ia}$. The statement `h`, that $dP/dt = \langle u'\rangle$, is the general lemma applied to `fun i s => β s * grandEnergy E N (μ s) i`; Lean accepts it because `reducedPotential`, `grandZ`, `boltz` and `mean` unfold to exactly the expressions in the lemma. Then `mean_linear` splits the mean, `hs` separates the $\beta'$ and $\mu_a'$ terms, and `ring` collects them. The one-species version collapses the sums over `Unit`.

`continuous_mean` shows numerator and denominator continuous with `fun_prop` and divides using `grandZ_pos`. In `thermodynamic_integration`, `cβ` and `cμ` obtain continuity of the path from differentiability, `cm` composes it with `continuous_mean`, and `c1`, `c2` and `hc` assemble the continuity of $I$. With the derivative `hd` at each point, `intervalIntegral.integral_eq_sub_of_hasDerivAt` is the fundamental theorem of calculus. The closed-path result rewrites the integral as a difference of equal values. `isothermal_sweep` repeats the argument directly, from the one-species derivative with rates `0` and `1`, and takes the constant $-b$ out of the integral.

## `HasDerivAt` and `congr_deriv`

The predicate `HasDerivAt` relates a function $g$, a number $g'$ and a point $t$, and says that $g(s) = g(t) + g'\,(s-t) + o(s-t)$ as $s\to t$. Mathlib states each rule of calculus as a lemma that turns such facts into a new one: `.exp`, `.log`, `.mul_const`, `.const_sub`, `.fun_neg`, `.fun_mul` and `HasDerivAt.fun_sum`. Chained with dot notation, they follow the way the function is built, and differentiability travels with the value at each step. The prefix `fun_` selects the version whose conclusion is an explicit function of the variable, which matches how the statements here are written.

Each rule returns the derivative in its own fixed shape; `.exp` puts the exponential on the left, as in `exp (-u i t) * -u' i`. The lemma `congr_deriv` bridges the gap to the shape wanted: from `HasDerivAt` with one number and an equation between that number and another, it gives `HasDerivAt` with the second. In `refine h.congr_deriv ?_` the analysis is finished once `h` is supplied, and the hole `?_` is an equation between real numbers, left to rewriting, `simp` and `ring`. This division into a calculus step and an algebra step occurs in the logarithm lemma, twice in the main theorem, in the one-species case and in the isothermal sweep.
